# The perturbation series for the lower of two levels converges exactly when the coupling is at most half the unperturbed gap

For two levels separated by a gap $\Delta>0$ before they are coupled, and a real coupling $v$, the series

$$\sum_{n\ge 0} e_n,\qquad e_n=-\frac{v^2}{\Delta}\,C_n\left(-\frac{v^2}{\Delta^2}\right)^n,$$

is summable if and only if $|v|\le\Delta/2$. Here $C_n$ is the $n$th Catalan number, and $e_n$ is the energy correction of order $2n+2$ in $v$. When the series is summable, its sum is

$$E_-=\frac{\Delta-\sqrt{\Delta^2+4v^2}}{2},$$

the lower eigenvalue of $\begin{pmatrix}0&v\\v&\Delta\end{pmatrix}$. The boundary $|v|=\Delta/2$ is included.

## Finite-order downfolding of one level

A code that eliminates a distant level and keeps a few orders of the energy correction relies on the coupling being small against the gap. In this non-interacting two-level model, adding orders leads to the exact level up to $|v|=\Delta/2$ and fails beyond it, whereas diagonalising the $2\times2$ block works for every $v$.

## From the secular equation to the half-gap threshold

Write the eigenvector as $(x_0,x_1)$. The eigenvalue equations are $vx_1=Ex_0$ and $vx_0+\Delta x_1=Ex_1$. They have a nonzero solution exactly when $E^2=\Delta E+v^2$, and the smaller root is $E_-$.

Expanding $E=\sum_n e_n$ in powers of $v$ gives

$$\Delta e_0=-v^2,\qquad \Delta e_{n+1}=\sum_{k=0}^n e_k e_{n-k}.$$

The stated $e_n$ satisfy this: by $C_{n+1}=\sum_{k=0}^n C_kC_{n-k}$, both sides of the second equation equal $(v^2/\Delta)^2C_{n+1}(-v^2/\Delta^2)^n$.

**Up to half the gap.** Let $B_n=\binom{2n}{n}$. From $(n+1)C_n=B_n$ and $(n+1)B_{n+1}=2(2n+1)B_n$ we get $C_n=2B_n-B_{n+1}/2$, so the following sum telescopes:

$$\sum_{n<N}\frac{C_n}{4^n}=2\left(1-\frac{B_N}{4^N}\right)\le2.$$

If $|v|\le\Delta/2$, then $v^2/\Delta\le\Delta/4$ and $v^2/\Delta^2\le1/4$, hence $\sum_{n<N}|e_n|\le\Delta/2$. Absolute convergence permits the Cauchy product:

$$E^2=\sum_{n\ge0}\Delta e_{n+1}=\Delta(E-e_0)=\Delta E+v^2.$$

Thus $(\Delta-2E)^2=\Delta^2+4v^2$. Since $E\le\Delta/2$, the positive square root applies and $E=E_-$.

**Beyond half the gap.** Now $y=v^2/\Delta^2>1/4$, and

$$\frac{|e_{n+1}|}{|e_n|}=\frac{2(2n+1)}{n+2}\,y\longrightarrow4y>1.$$

The magnitudes are positive and eventually nondecreasing, so the terms cannot tend to zero.

## The definitions and proofs in Lean

```lean
import Mathlib

open Filter Topology Matrix

namespace HalfGapConvergence

noncomputable section

/-- The Hamiltonian of two levels at energies `0` and `Δ`, coupled by `v`. -/
def twoLevel (Δ v : ℝ) : Matrix (Fin 2) (Fin 2) ℝ := !![0, v; v, Δ]

/-- The closed formula `(Δ - √(Δ² + 4v²)) / 2` for the lower level. -/
def lowerLevel (Δ v : ℝ) : ℝ := (Δ - √(Δ ^ 2 + 4 * v ^ 2)) / 2

/-- The energy correction of order `2n + 2` in the coupling `v`, for a nonzero gap `Δ`. -/
def correction (Δ v : ℝ) (n : ℕ) : ℝ :=
  -(v ^ 2 / Δ) * ((catalan n : ℝ) * (-(v ^ 2 / Δ ^ 2)) ^ n)

/-- For a positive gap, `lowerLevel` is the least eigenvalue of the two-level Hamiltonian. -/
theorem lowerLevel_isLeast {Δ : ℝ} (hΔ : 0 < Δ) (v : ℝ) :
    IsLeast {μ : ℝ | ∃ x : Fin 2 → ℝ, x ≠ 0 ∧ twoLevel Δ v *ᵥ x = μ • x}
      (lowerLevel Δ v) := by
  have hs : √(Δ ^ 2 + 4 * v ^ 2) ^ 2 = Δ ^ 2 + 4 * v ^ 2 := Real.sq_sqrt (by positivity)
  have h0 := Real.sqrt_nonneg (Δ ^ 2 + 4 * v ^ 2)
  have eig : ∀ (μ : ℝ) (x : Fin 2 → ℝ), twoLevel Δ v *ᵥ x = μ • x ↔
      v * x 1 = μ * x 0 ∧ v * x 0 + Δ * x 1 = μ * x 1 := by
    intro μ x
    simp [funext_iff, Fin.forall_fin_two, twoLevel, dotProduct, Fin.sum_univ_two]
  constructor
  · -- an explicit eigenvector
    refine ⟨![Δ - lowerLevel Δ v, -v], ?_, (eig _ _).2 ⟨?_, ?_⟩⟩
    · intro h
      have h1 : Δ - lowerLevel Δ v = 0 := congrFun h 0
      unfold lowerLevel at h1
      linarith
    · show v * (-v) = lowerLevel Δ v * (Δ - lowerLevel Δ v)
      unfold lowerLevel
      linear_combination hs / 4
    · show v * (Δ - lowerLevel Δ v) + Δ * (-v) = lowerLevel Δ v * (-v)
      ring
  · -- every eigenvalue solves the secular equation
    rintro μ ⟨x, hx, h⟩
    obtain ⟨h1, h2⟩ := (eig μ x).1 h
    have hq : μ ^ 2 - Δ * μ - v ^ 2 = 0 := by
      by_contra hne
      apply hx
      have e0 : x 0 = 0 := by
        apply (mul_eq_zero.1 (?_ : (μ ^ 2 - Δ * μ - v ^ 2) * x 0 = 0)).resolve_left hne
        linear_combination (Δ - μ) * h1 - v * h2
      have e1 : x 1 = 0 := by
        apply (mul_eq_zero.1 (?_ : (μ ^ 2 - Δ * μ - v ^ 2) * x 1 = 0)).resolve_left hne
        linear_combination (-v) * h1 - μ * h2
      funext i
      fin_cases i
      · exact e0
      · exact e1
    have hb : |Δ - 2 * μ| ≤ √(Δ ^ 2 + 4 * v ^ 2) :=
      Real.abs_le_sqrt (by linarith [hq, sq_nonneg μ,
        (by ring : (Δ - 2 * μ) ^ 2 = Δ ^ 2 + 4 * (μ ^ 2 - Δ * μ))])
    have hc := le_abs_self (Δ - 2 * μ)
    unfold lowerLevel
    linarith

/-- For a positive gap, each correction after the first is fixed by products of
lower ones: `Δ e(n+1) = ∑ e(k) e(n-k)` over `k = 0, …, n`. -/
theorem correction_succ {Δ : ℝ} (hΔ : 0 < Δ) (v : ℝ) (n : ℕ) :
    Δ * correction Δ v (n + 1) =
      ∑ k ∈ Finset.range (n + 1), correction Δ v k * correction Δ v (n - k) := by
  have h : ∀ k ∈ Finset.range (n + 1), correction Δ v k * correction Δ v (n - k) =
      (v ^ 2 / Δ) ^ 2 * (-(v ^ 2 / Δ ^ 2)) ^ n *
        ((catalan k : ℝ) * catalan (n - k)) := by
    intro k hk
    have hkn : k + (n - k) = n := by
      have := Finset.mem_range.1 hk
      omega
    have hpow : (-(v ^ 2 / Δ ^ 2)) ^ n =
        (-(v ^ 2 / Δ ^ 2)) ^ k * (-(v ^ 2 / Δ ^ 2)) ^ (n - k) := by
      rw [← pow_add, hkn]
    rw [hpow]
    unfold correction
    ring
  have hc : (catalan (n + 1) : ℝ) =
      ∑ k ∈ Finset.range (n + 1), (catalan k : ℝ) * catalan (n - k) := by
    rw [Finset.sum_range]
    exact_mod_cast catalan_succ n
  have hx : Δ * (v ^ 2 / Δ) * (v ^ 2 / Δ ^ 2) = (v ^ 2 / Δ) ^ 2 := by field_simp
  rw [Finset.sum_congr rfl h, ← Finset.mul_sum, ← hc, correction,
    pow_succ (-(v ^ 2 / Δ ^ 2)) n]
  generalize (-(v ^ 2 / Δ ^ 2)) ^ n = X
  linear_combination ((catalan (n + 1) : ℝ) * X) * hx

/-- The sum of `Catalan(n) / 4^n` over `n < N` equals `2 (1 - B / 4^N)`, where `B` is the `N`th
central binomial coefficient. -/
theorem catalan_partial_sum (N : ℕ) :
    ∑ n ∈ Finset.range N, (catalan n : ℝ) * (1 / 4) ^ n =
      2 * (1 - (Nat.centralBinom N : ℝ) * (1 / 4) ^ N) := by
  induction N with
  | zero => simp
  | succ N ih =>
    have h1 : ((N : ℝ) + 1) * catalan N = Nat.centralBinom N := by
      exact_mod_cast succ_mul_catalan_eq_centralBinom N
    have h2 : ((N : ℝ) + 1) * Nat.centralBinom (N + 1) =
        2 * (2 * N + 1) * Nat.centralBinom N := by
      exact_mod_cast Nat.succ_mul_centralBinom_succ N
    have hN : (N : ℝ) + 1 ≠ 0 := by positivity
    have h3 : (catalan N : ℝ) =
        2 * Nat.centralBinom N - Nat.centralBinom (N + 1) / 2 := by
      apply mul_left_cancel₀ hN
      linear_combination h1 + h2 / 2
    rw [Finset.sum_range_succ, ih, pow_succ (1 / 4 : ℝ) N]
    linear_combination (1 / 4 : ℝ) ^ N * h3

/-- For a positive gap, the magnitude of a correction is the same expression without
its alternating sign. -/
theorem abs_correction {Δ : ℝ} (hΔ : 0 < Δ) (v : ℝ) (n : ℕ) :
    |correction Δ v n| = v ^ 2 / Δ * ((catalan n : ℝ) * (v ^ 2 / Δ ^ 2) ^ n) := by
  rw [correction, abs_mul, abs_neg, abs_mul, abs_pow, abs_neg,
    abs_of_nonneg (by positivity : 0 ≤ v ^ 2 / Δ),
    abs_of_nonneg (by positivity : (0 : ℝ) ≤ catalan n),
    abs_of_nonneg (by positivity : 0 ≤ v ^ 2 / Δ ^ 2)]

/-- If the coupling is at most half the positive gap, the magnitudes of the corrections
up to any order add up to at most half the gap. -/
theorem sum_abs_correction_le {Δ v : ℝ} (hΔ : 0 < Δ) (hv : |v| ≤ Δ / 2) (N : ℕ) :
    ∑ n ∈ Finset.range N, |correction Δ v n| ≤ Δ / 2 := by
  have hsq : v ^ 2 ≤ (Δ / 2) ^ 2 :=
    sq_le_sq' (by linarith [neg_abs_le v]) (by linarith [le_abs_self v])
  have h1 : v ^ 2 / Δ ≤ Δ / 4 := by
    rw [div_le_iff₀ hΔ]
    nlinarith
  have h2 : v ^ 2 / Δ ^ 2 ≤ 1 / 4 := by
    rw [div_le_iff₀ (by positivity)]
    nlinarith
  calc ∑ n ∈ Finset.range N, |correction Δ v n|
      ≤ ∑ n ∈ Finset.range N, Δ / 4 * ((catalan n : ℝ) * (1 / 4) ^ n) := by
        apply Finset.sum_le_sum
        intro n _
        rw [abs_correction hΔ]
        gcongr
    _ = Δ / 4 * (2 * (1 - (Nat.centralBinom N : ℝ) * (1 / 4) ^ N)) := by
        rw [← Finset.mul_sum, catalan_partial_sum]
    _ ≤ Δ / 2 := by
        have h : 0 ≤ (Nat.centralBinom N : ℝ) * (1 / 4) ^ N := by positivity
        nlinarith [mul_nonneg hΔ.le h]

/-- If the coupling is at most half the positive gap, the perturbation series
sums to the lower level. -/
theorem hasSum_lowerLevel {Δ v : ℝ} (hΔ : 0 < Δ) (hv : |v| ≤ Δ / 2) :
    HasSum (correction Δ v) (lowerLevel Δ v) := by
  have habs : Summable fun n => |correction Δ v n| :=
    summable_of_sum_range_le (fun _ => abs_nonneg _) (sum_abs_correction_le hΔ hv)
  have hn : Summable fun n => ‖correction Δ v n‖ := by
    simpa only [Real.norm_eq_abs] using habs
  have hs : Summable (correction Δ v) := hn.of_norm
  -- the Cauchy product turns the recursion into the secular equation
  have hsq := tsum_mul_tsum_eq_tsum_sum_range_of_summable_norm hn hn
  simp only [← correction_succ hΔ v, tsum_mul_left] at hsq
  have h0 := hs.tsum_eq_zero_add
  have hfirst : Δ * correction Δ v 0 = -v ^ 2 := by
    simp only [correction, catalan_zero, pow_zero, Nat.cast_one, mul_one]
    field_simp
  -- the bound by half the gap selects the lower root
  have hle : ∑' n, correction Δ v n ≤ Δ / 2 :=
    le_of_tendsto' hs.hasSum.tendsto_sum_nat fun N =>
      (Finset.sum_le_sum fun n _ => le_abs_self _).trans (sum_abs_correction_le hΔ hv N)
  have hroot : Δ ^ 2 + 4 * v ^ 2 = (Δ - 2 * ∑' n, correction Δ v n) ^ 2 := by
    linear_combination (-4) * hsq + 4 * Δ * h0 + 4 * hfirst
  have hE : lowerLevel Δ v = ∑' n, correction Δ v n := by
    rw [lowerLevel, hroot, Real.sqrt_sq (by linarith)]
    ring
  rw [hE]
  exact hs.hasSum

/-- If the coupling exceeds half the positive gap, the perturbation series is not summable. -/
theorem not_summable_correction {Δ v : ℝ} (hΔ : 0 < Δ) (hv : Δ / 2 < |v|) :
    ¬ Summable (correction Δ v) := by
  intro hs
  have hv0 : v ≠ 0 := abs_pos.1 (by linarith)
  have hy : 1 / 4 < v ^ 2 / Δ ^ 2 := by
    rw [lt_div_iff₀ (by positivity)]
    nlinarith [sq_abs v]
  obtain ⟨N, hN⟩ := exists_nat_ge (2 / (4 * (v ^ 2 / Δ ^ 2) - 1))
  rw [div_le_iff₀ (by linarith)] at hN
  -- from index N onwards the magnitudes do not decrease
  have step : ∀ n, N ≤ n → |correction Δ v n| ≤ |correction Δ v (n + 1)| := by
    intro n hn
    have hn' : (N : ℝ) ≤ n := by exact_mod_cast hn
    have h1 : ((n : ℝ) + 1) * catalan n = Nat.centralBinom n := by
      exact_mod_cast succ_mul_catalan_eq_centralBinom n
    have h2 : ((n : ℝ) + 1) * Nat.centralBinom (n + 1) =
        2 * (2 * n + 1) * Nat.centralBinom n := by
      exact_mod_cast Nat.succ_mul_centralBinom_succ n
    have h3 : ((n : ℝ) + 1 + 1) * catalan (n + 1) = Nat.centralBinom (n + 1) := by
      exact_mod_cast succ_mul_catalan_eq_centralBinom (n + 1)
    have hr : ((n : ℝ) + 2) * catalan (n + 1) = 2 * (2 * n + 1) * catalan n := by
      apply mul_left_cancel₀ (by positivity : (n : ℝ) + 1 ≠ 0)
      linear_combination ((n : ℝ) + 1) * h3 + h2 - 2 * (2 * (n : ℝ) + 1) * h1
    rw [abs_correction hΔ, abs_correction hΔ, pow_succ (v ^ 2 / Δ ^ 2) n]
    have hpos : 0 ≤ v ^ 2 / Δ ^ 2 := by positivity
    generalize v ^ 2 / Δ ^ 2 = y at *
    have hk : (n : ℝ) + 2 ≤ 2 * (2 * n + 1) * y := by
      nlinarith [mul_le_mul_of_nonneg_right hn' (by linarith : 0 ≤ 4 * y - 1)]
    have hc : (catalan n : ℝ) ≤ catalan (n + 1) * y := by
      refine le_of_mul_le_mul_left ?_ (by positivity : (0 : ℝ) < n + 2)
      calc ((n : ℝ) + 2) * catalan n ≤ 2 * (2 * n + 1) * y * catalan n :=
            mul_le_mul_of_nonneg_right hk (Nat.cast_nonneg _)
        _ = ((n : ℝ) + 2) * (catalan (n + 1) * y) := by linear_combination (-y) * hr
    calc v ^ 2 / Δ * ((catalan n : ℝ) * y ^ n)
        ≤ v ^ 2 / Δ * ((catalan (n + 1) * y) * y ^ n) := by gcongr
      _ = v ^ 2 / Δ * (catalan (n + 1) * (y ^ n * y)) := by ring
  have mono : ∀ n, N ≤ n → |correction Δ v N| ≤ |correction Δ v n| := by
    intro n hn
    induction n, hn using Nat.le_induction with
    | base => exact le_rfl
    | succ n hn ih => exact ih.trans (step n hn)
  have hlim := ge_of_tendsto hs.tendsto_atTop_zero.abs (eventually_atTop.2 ⟨N, mono⟩)
  have hcat : 0 < catalan N := by
    apply Nat.pos_of_ne_zero
    intro h
    have h' := succ_mul_catalan_eq_centralBinom N
    rw [h, mul_zero] at h'
    exact (Nat.centralBinom_pos N).ne h'
  have hcat' : (0 : ℝ) < catalan N := by exact_mod_cast hcat
  have hp : 0 < |correction Δ v N| := by
    rw [abs_correction hΔ]
    positivity
  rw [abs_zero] at hlim
  linarith

/-- For a positive gap, the perturbation series is summable exactly when the coupling is
at most half the gap. -/
theorem summable_iff_half_gap {Δ : ℝ} (hΔ : 0 < Δ) (v : ℝ) :
    Summable (correction Δ v) ↔ |v| ≤ Δ / 2 :=
  ⟨fun h => not_lt.1 fun h' => not_summable_correction hΔ h' h,
    fun h => (hasSum_lowerLevel hΔ h).summable⟩

end

end HalfGapConvergence
```

```lean
#print axioms HalfGapConvergence.lowerLevel_isLeast
#print axioms HalfGapConvergence.summable_iff_half_gap
```

```
'HalfGapConvergence.lowerLevel_isLeast' depends on axioms: [propext, Classical.choice, Quot.sound]
'HalfGapConvergence.summable_iff_half_gap' depends on axioms: [propext, Classical.choice, Quot.sound]
```

## Two real levels, all orders, no rounding

`twoLevel Δ v` is the real symmetric Hamiltonian, with index `0` for the level at zero energy and `1` for the level at `Δ`. `lowerLevel_isLeast` says that `lowerLevel Δ v` is the least real number `μ` for which some nonzero vector satisfies $Hx=\mu x$. `correction Δ v n` is $e_n$. It is defined by its formula; the file proves its recursion but does not derive it from general Rayleigh–Schrödinger theory.

`summable_iff_half_gap` gives the criterion, and `hasSum_lowerLevel` gives the value. For real series, `Summable` means absolute convergence. The theorems do not cover several eliminated levels, interactions, floating-point error or the error of a truncated series.

The positive gap matters. For $\Delta=-1$ and $v=0$ every correction vanishes, so the series is summable with sum $0$, yet $|v|\le\Delta/2$ is false and the lower eigenvalue is $-1$.

## The lemmas behind each step

`lowerLevel_isLeast` uses the eigenvector $(\Delta-E_-,-v)$, which has unit length after division by $\sqrt{(\Delta-E_-)^2+v^2}$. It then shows that every eigenvalue solves the secular equation and bounds it from below.

`correction_succ` proves the recursion, and `catalan_partial_sum` proves the telescoped sum by induction. `abs_correction` removes the signs, and `sum_abs_correction_le` compares the terms with those at the boundary. In `hasSum_lowerLevel`, `hsq` is the Cauchy product, `hroot` completes the square and `hle` selects the lower root.

In `not_summable_correction`, `hr` is the Catalan ratio, `step` compares neighbouring magnitudes, and `mono` keeps all later ones above a positive value. That contradicts the zero limit which summability requires. `summable_iff_half_gap` combines the two cases.
